# Orthogonality of matrix elements for a unitary ray representation with scalar commutant

Take a spin-½ under the identity and the two-fold rotations about three perpendicular axes. Its characters are 2, 0, 0, 0. Reduce them with the ordinary character table of this four-element group, and each one-dimensional representation appears 2/4 = ½ times. The count fails because the spin matrices multiply like the rotations only up to phases. An orthogonality relation survives such phases. If unitary n × n matrices D(g), one for each element g of a finite group G, multiply like the group up to phases, and only multiples of the identity commute with all of them, then

∑_g D(g)_ij D(g)_kl* = (|G|/n) δ_ik δ_jl

```lean
import Mathlib

open Matrix

namespace RayRepresentationOrthogonality

noncomputable section

variable {G ι : Type*} [Group G] [Fintype G] [Fintype ι] [DecidableEq ι]
variable {c : G → G → ℂ} {D : G → Matrix ι ι ℂ}
```

`G` is a finite group and `ι` a finite set of n basis labels. `D` assigns a complex n × n matrix to each group element, and `c` assigns a complex number to each pair.

```lean
/-- A unitary ray representation: unitary matrices that multiply like the group
up to the scalar factors `c g h`. -/
structure IsRayRep (c : G → G → ℂ) (D : G → Matrix ι ι ℂ) : Prop where
  unitary : ∀ g, D g * (D g)ᴴ = 1
  mul : ∀ g h, D g * D h = c g h • D (g * h)
```

`IsRayRep c D` says that D(g)D(g)† = 1 and D(g)D(h) = c(g,h) D(gh). In Lean, `ᴴ` is the adjoint and `•` multiplies by a scalar. Spinor representations have this form, as do the matrices of a nonsymmorphic little group at fixed k once translations are factored out. Antiunitary operations such as time reversal do not.

```lean
/-- Every matrix that commutes with all `D g` is a multiple of the identity. -/
def ScalarCommutant (D : G → Matrix ι ι ℂ) : Prop :=
  ∀ A : Matrix ι ι ℂ, (∀ g, D g * A = A * D g) → ∃ a : ℂ, A = a • (1 : Matrix ι ι ℂ)
```

This is irreducibility in Schur's form: only multiples of 1 commute with every D(g). It is assumed here, not derived from the absence of invariant subspaces.

```lean
/-- The sum of an operator `A` over all its symmetry transforms `D(g) A D(g)†`. -/
def twirl (D : G → Matrix ι ι ℂ) (A : Matrix ι ι ℂ) : Matrix ι ι ℂ :=
  ∑ g, D g * A * (D g)ᴴ
```

Write T(A) = ∑_g D(g) A D(g)†. There is no division by |G|, so T(A) is a sum and not an average.

```lean
/-- The operator `|j⟩⟨l|` in the chosen basis. -/
def ketbra (j l : ι) : Matrix ι ι ℂ :=
  Matrix.of fun a b => if a = j ∧ b = l then 1 else 0
```

`ketbra j l` has a single 1, in row j and column l.

## The phases cancel in the group sum

```lean
omit [Fintype G] in
/-- The factors of a unitary ray representation of nonzero dimension have modulus one. -/
theorem factor_phase [Nonempty ι] (h : IsRayRep c D) (g k : G) :
    c g k * star (c g k) = 1 := by
  have e : (D g * D k) * (D g * D k)ᴴ = 1 := by
    rw [Matrix.conjTranspose_mul]
    calc D g * D k * ((D k)ᴴ * (D g)ᴴ) = D g * (D k * (D k)ᴴ) * (D g)ᴴ := by
          simp only [mul_assoc]
      _ = 1 := by rw [h.unitary, mul_one, h.unitary]
  rw [h.mul, Matrix.conjTranspose_smul, Matrix.smul_mul, Matrix.mul_smul, h.unitary,
    smul_smul] at e
  obtain ⟨i⟩ := ‹Nonempty ι›
  have e' := congrFun (congrFun e i) i
  simpa only [Matrix.smul_apply, Matrix.one_apply_eq, smul_eq_mul, mul_one] using e'
```

Evaluate D(g)D(k)(D(g)D(k))† twice. Unitarity gives 1; the multiplication law gives |c(g,k)|² 1. A diagonal entry then yields |c(g,k)|² = 1, which needs n > 0, hence `[Nonempty ι]`. `star` is complex conjugation.

```lean
/-- The symmetry-summed operator commutes with every matrix of the ray representation. -/
theorem twirl_commutes [Nonempty ι] (h : IsRayRep c D) (A : Matrix ι ι ℂ) (k : G) :
    D k * twirl D A = twirl D A * D k := by
  have key : D k * twirl D A * (D k)ᴴ = twirl D A := by
    unfold twirl
    rw [Finset.mul_sum, Finset.sum_mul]
    calc ∑ g, D k * (D g * A * (D g)ᴴ) * (D k)ᴴ
        = ∑ g, D (k * g) * A * (D (k * g))ᴴ := by
          refine Finset.sum_congr rfl fun g _ => ?_
          -- the factor and its conjugate cancel
          calc D k * (D g * A * (D g)ᴴ) * (D k)ᴴ
              = (D k * D g) * A * (D k * D g)ᴴ := by
                rw [Matrix.conjTranspose_mul]
                simp only [mul_assoc]
            _ = (c k g * star (c k g)) • (D (k * g) * A * (D (k * g))ᴴ) := by
                rw [h.mul, Matrix.conjTranspose_smul, Matrix.smul_mul, Matrix.smul_mul,
                  Matrix.mul_smul, smul_smul]
            _ = D (k * g) * A * (D (k * g))ᴴ := by rw [factor_phase h, one_smul]
      _ = ∑ g, D g * A * (D g)ᴴ :=
          Equiv.sum_comp (Equiv.mulLeft k) (fun g => D g * A * (D g)ᴴ)
  calc D k * twirl D A = D k * twirl D A * ((D k)ᴴ * D k) := by
        rw [mul_eq_one_comm.mp (h.unitary k), mul_one]
    _ = (D k * twirl D A * (D k)ᴴ) * D k := by simp only [mul_assoc]
    _ = twirl D A * D k := by rw [key]
```

Conjugating the sum by D(k) gives

D(k) T(A) D(k)† = ∑_g |c(k,g)|² D(kg) A D(kg)† = T(A)

The factor is 1, and kg runs over the group as g does; `Equiv.sum_comp` performs this relabelling. Multiplying by D(k) on the right gives D(k)T(A) = T(A)D(k).

Replacing D(g)† by D(g⁻¹) is allowed for ordinary unitary representations. Here the two can differ by a phase that depends on g, and the cancellation can then be lost.

```lean
/-- For a unitary ray representation with scalar commutant, the sum of `D(g) A D(g)†` over the group
is the identity times `|G| tr A / n`. -/
theorem twirl_eq_trace [Nonempty ι] (h : IsRayRep c D) (hD : ScalarCommutant D)
    (A : Matrix ι ι ℂ) :
    twirl D A = ((Fintype.card G : ℂ) * A.trace / Fintype.card ι) • (1 : Matrix ι ι ℂ) := by
  obtain ⟨a, ha⟩ := hD _ (twirl_commutes h A)
  have each : ∀ g, (D g * A * (D g)ᴴ).trace = A.trace := fun g => by
    rw [Matrix.trace_mul_comm, ← mul_assoc, mul_eq_one_comm.mp (h.unitary g), one_mul]
  -- the trace fixes the scalar
  have htr : (twirl D A).trace = (Fintype.card G : ℂ) * A.trace := by
    unfold twirl
    rw [Matrix.trace_sum]
    simp only [each, Finset.sum_const, Finset.card_univ, nsmul_eq_mul]
  rw [ha, Matrix.trace_smul, Matrix.trace_one, smul_eq_mul] at htr
  have hn : (Fintype.card ι : ℂ) ≠ 0 := Nat.cast_ne_zero.mpr Fintype.card_ne_zero
  have ha' : a = (Fintype.card G : ℂ) * A.trace / Fintype.card ι := by
    rw [eq_div_iff hn]
    exact htr
  rw [ha, ha']
```

By the scalar commutant, T(A) = a·1. Each term of the sum has trace tr A, so

a n = |G| tr A, hence T(A) = (|G| tr A / n) 1

In the proof, `each` is the trace of one term and `htr` the trace of the sum.

## From the trace to the matrix elements

```lean
/-- Each entry of `M |j⟩⟨l| N` is the product of one entry of `M` and one entry of `N`. -/
theorem sandwich_ketbra (M N : Matrix ι ι ℂ) (i j k l : ι) :
    (M * ketbra j l * N) i k = M i j * N l k := by
  rw [Matrix.mul_apply, Finset.sum_eq_single l]
  · rw [Matrix.mul_apply, Finset.sum_eq_single j]
    · simp [ketbra]
    · intro b _ hb
      simp [ketbra, hb]
    · simp
  · intro b _ hb
    simp [Matrix.mul_apply, ketbra, hb]
  · simp
```

In ordinary notation, (M |j⟩⟨l| N)_ik = M_ij N_lk.

```lean
/-- Orthogonality relation for the matrix elements of a unitary ray representation
with scalar commutant, for any factor system. -/
theorem ray_orthogonality (h : IsRayRep c D) (hD : ScalarCommutant D) (i j k l : ι) :
    ∑ g, D g i j * star (D g k l) =
      if i = k ∧ j = l then (Fintype.card G : ℂ) / Fintype.card ι else 0 := by
  have : Nonempty ι := ⟨i⟩
  have e := congrFun (congrFun (twirl_eq_trace h hD (ketbra j l)) i) k
  have hl : twirl D (ketbra j l) i k = ∑ g, D g i j * star (D g k l) := by
    unfold twirl
    rw [Matrix.sum_apply]
    refine Finset.sum_congr rfl fun g _ => ?_
    rw [sandwich_ketbra, Matrix.conjTranspose_apply]
  have ht : (ketbra j l).trace = if j = l then (1 : ℂ) else 0 := by
    by_cases hjl : j = l
    · subst hjl
      simp [Matrix.trace, ketbra]
    · rw [if_neg hjl]
      exact Finset.sum_eq_zero fun a _ => if_neg fun q => hjl (q.1.symm.trans q.2)
  rw [← hl, e, ht, Matrix.smul_apply, Matrix.one_apply]
  by_cases h1 : i = k <;> by_cases h2 : j = l <;> simp [h1, h2]
```

Set A = |j⟩⟨l| and read off entry (i,k). Since (D(g)†)_lk = D(g)_kl*, the left side is the required sum (`hl`). Since tr |j⟩⟨l| = δ_jl (`ht`), the right side is (|G|/n) δ_jl δ_ik. The `if` expression is the product of deltas. The theorem concerns one representation, not the orthogonality of two inequivalent ones.

```lean
/-- In nonzero dimension, the squared moduli of the character of a unitary ray representation with
scalar commutant add up to the order of the group. -/
theorem ray_character_norm [Nonempty ι] (h : IsRayRep c D) (hD : ScalarCommutant D) :
    ∑ g, (D g).trace * star (D g).trace = (Fintype.card G : ℂ) := by
  have hn : (Fintype.card ι : ℂ) ≠ 0 := Nat.cast_ne_zero.mpr Fintype.card_ne_zero
  calc ∑ g, (D g).trace * star (D g).trace
      = ∑ g, ∑ i, ∑ k, D g i i * star (D g k k) := by
        simp only [Matrix.trace, Matrix.diag_apply, star_sum, Finset.sum_mul_sum]
    _ = ∑ i, ∑ k, ∑ g, D g i i * star (D g k k) := by
        rw [Finset.sum_comm]
        exact Finset.sum_congr rfl fun i _ => Finset.sum_comm
    _ = ∑ i : ι, ∑ k : ι,
          if i = k ∧ i = k then (Fintype.card G : ℂ) / Fintype.card ι else 0 := by
        simp only [ray_orthogonality h hD]
    _ = (Fintype.card G : ℂ) := by
        simp only [and_self, Finset.sum_ite_eq, Finset.mem_univ, if_true,
          Finset.sum_const, Finset.card_univ, nsmul_eq_mul]
        field_simp
```

Put j = i and l = k, then sum over i and k:

∑_g |tr D(g)|² = ∑_i ∑_k (|G|/n) δ_ik = |G|

This gives a numerical check for symmetry matrices in electronic-structure work. If unitary matrices of size n > 0 multiply like a finite group up to phases, a sum that differs from |G| by more than numerical error rules out a scalar commutant. The reverse also holds, though it is not proved here: the sum is |G| times the dimension of the space of matrices that commute with every D(g), so a sum equal to |G| implies a scalar commutant.

```lean
/-- Conversely, unitary matrices whose elements obey the orthogonality relation
have a scalar commutant. -/
theorem scalarCommutant_of_orthogonality (hU : ∀ g, D g * (D g)ᴴ = 1)
    (horth : ∀ i j k l, ∑ g, D g i j * star (D g k l) =
      if i = k ∧ j = l then (Fintype.card G : ℂ) / Fintype.card ι else 0) :
    ScalarCommutant D := by
  intro A hA
  have hG : (Fintype.card G : ℂ) ≠ 0 := Nat.cast_ne_zero.mpr Fintype.card_ne_zero
  refine ⟨A.trace / Fintype.card ι, ?_⟩
  -- a commuting operator is unchanged by every symmetry transform
  have each : ∀ g, D g * A * (D g)ᴴ = A := fun g => by
    rw [hA, mul_assoc, hU, mul_one]
  ext i k
  have h1 : twirl D A i k = (Fintype.card G : ℂ) * A i k := by
    unfold twirl
    rw [Matrix.sum_apply]
    simp only [each, Finset.sum_const, Finset.card_univ, nsmul_eq_mul]
  have h2 : twirl D A i k = ∑ x, ∑ y, A y x * ∑ g, D g i y * star (D g k x) := by
    unfold twirl
    rw [Matrix.sum_apply]
    simp only [Matrix.mul_apply, Matrix.conjTranspose_apply, Finset.sum_mul, Finset.mul_sum]
    rw [Finset.sum_comm]
    refine Finset.sum_congr rfl fun x _ => ?_
    rw [Finset.sum_comm]
    refine Finset.sum_congr rfl fun y _ => Finset.sum_congr rfl fun g _ => ?_
    ring
  simp only [horth] at h2
  rw [h1] at h2
  by_cases hik : i = k
  · subst hik
    have h3 : (Fintype.card G : ℂ) * A i i
        = A.trace * ((Fintype.card G : ℂ) / Fintype.card ι) := by
      rw [h2]
      simp [Matrix.trace, Finset.sum_mul]
    rw [Matrix.smul_apply, Matrix.one_apply_eq, smul_eq_mul, mul_one]
    apply mul_left_cancel₀ hG
    rw [h3]
    ring
  · have h3 : (Fintype.card G : ℂ) * A i k = 0 := by
      rw [h2]
      simp [hik]
    rw [Matrix.smul_apply, Matrix.one_apply_ne hik, smul_zero]
    exact (mul_eq_zero.mp h3).resolve_left hG
```

This proof of the converse uses unitarity but no multiplication law. Unitarity is a convenience here: the orthogonality relation already makes the n² entry functions linearly independent, so the D(g) span all n × n matrices. If A commutes with every D(g), each term D(g)AD(g)† equals A, so T(A) = |G| A. Expanding the same sum in entries gives

|G| A_ik = ∑_x ∑_y A_yx ∑_g D(g)_iy D(g)_kx* = δ_ik |G| tr A / n

Thus A = (tr A / n) 1.

## Pauli matrices on the four-group

```lean
/-- The matrices `1`, `σ_z`, `σ_x` and `σ_x σ_z`, labelled by pairs of signs. -/
def pauliRay (g : ℤˣ × ℤˣ) : Matrix (Fin 2) (Fin 2) ℂ :=
  if g.1 = 1 then !![1, 0; 0, ((g.2 : ℤ) : ℂ)] else !![0, ((g.2 : ℤ) : ℂ); 1, 0]
```

The pairs (1,1), (1,−1), (−1,1), (−1,−1) label 1, σ_z, σ_x and σ_xσ_z.

```lean
/-- The sign for a pair `g`, `h`: `-1` if `g.2` and `h.1` are both `-1`, so that a `σ_z` must pass a
`σ_x`, and `1` otherwise. -/
def pauliFactor (g h : ℤˣ × ℤˣ) : ℂ := if g.2 = 1 ∨ h.1 = 1 then 1 else -1
```

The factor is −1 exactly when a σ_z on the left must pass a σ_x on the right.

```lean
/-- The Pauli matrices form a unitary ray representation of the four-group with scalar
commutant, in which the matrices of two commuting group elements anticommute. -/
theorem pauliRay_witness :
    IsRayRep pauliFactor pauliRay ∧ ScalarCommutant pauliRay ∧
      pauliRay (1, -1) * pauliRay (-1, 1) = -(pauliRay (-1, 1) * pauliRay (1, -1)) := by
  have hne : (-1 : ℤˣ) ≠ 1 := by decide
  have hz : pauliRay (1, -1) = !![1, 0; 0, -1] := by simp [pauliRay]
  have hx : pauliRay (-1, 1) = !![0, 1; 1, 0] := by simp [pauliRay, hne]
  refine ⟨⟨?_, ?_⟩, ?_, ?_⟩
  · rintro ⟨a, b⟩
    rcases Int.units_eq_one_or a with rfl | rfl <;>
    rcases Int.units_eq_one_or b with rfl | rfl <;>
    ext i j <;> fin_cases i <;> fin_cases j <;>
    simp [pauliRay, hne, Matrix.mul_apply, Fin.sum_univ_two]
  · rintro ⟨a, b⟩ ⟨a', b'⟩
    rcases Int.units_eq_one_or a with rfl | rfl <;>
    rcases Int.units_eq_one_or b with rfl | rfl <;>
    rcases Int.units_eq_one_or a' with rfl | rfl <;>
    rcases Int.units_eq_one_or b' with rfl | rfl <;>
    ext i j <;> fin_cases i <;> fin_cases j <;>
    simp [pauliRay, pauliFactor, hne, Matrix.mul_apply, Fin.sum_univ_two]
  · intro A hA
    have kz := hA (1, -1)
    have kx := hA (-1, 1)
    rw [hz] at kz
    rw [hx] at kx
    -- σ_z removes the off-diagonal entries, σ_x equates the diagonal ones
    have e01 : A 0 1 = 0 := by
      have q := congrFun (congrFun kz 0) 1
      simp [Matrix.mul_apply, Fin.sum_univ_two] at q
      first | exact q | linear_combination q / 2
    have e10 : A 1 0 = 0 := by
      have q := congrFun (congrFun kz 1) 0
      simp [Matrix.mul_apply, Fin.sum_univ_two] at q
      first | exact q | linear_combination (-1 / 2) * q
    have e11 : A 1 1 = A 0 0 := by
      have q := congrFun (congrFun kx 0) 1
      simpa [Matrix.mul_apply, Fin.sum_univ_two] using q
    refine ⟨A 0 0, ?_⟩
    ext i j
    fin_cases i <;> fin_cases j <;> simp [e01, e10, e11]
  · rw [hz, hx]
    ext i j
    fin_cases i <;> fin_cases j <;> simp [Matrix.mul_apply, Fin.sum_univ_two]

end

end RayRepresentationOrthogonality
```

The proof checks unitarity and all products case by case. For the commutant, σ_z forces the off-diagonal entries of A to vanish and σ_x makes the diagonal ones equal. The last clause says that σ_z and σ_x anticommute, although their group elements commute.

With Lean's indices 0 and 1, the entries D(g)_01 are 0, 0, 1, −1, in the order above. Their squared moduli sum to 2 = 4/2, as required. Using D(g⁻¹)_10 in place of D(g)_01* would give 1 − 1 = 0, because (σ_xσ_z)† = −σ_xσ_z while the group element is its own inverse. The characters 2, 0, 0, 0 give 2² = 4 = |G|.

```lean
#print axioms RayRepresentationOrthogonality.ray_character_norm
#print axioms RayRepresentationOrthogonality.scalarCommutant_of_orthogonality
```

```
'RayRepresentationOrthogonality.ray_character_norm' depends on axioms: [propext, Classical.choice, Quot.sound]
'RayRepresentationOrthogonality.scalarCommutant_of_orthogonality' depends on axioms: [propext, Classical.choice, Quot.sound]
```
